# With time-reversal symmetry and positive transition energies, the symmetrized RPA dielectric matrix on the imaginary frequency axis has eigenvalues at least 1 and does not increase with frequency $w\ge 0$

If the dielectric matrix $\varepsilon$ had a zero eigenvalue at some imaginary frequency $iw$, the screened interaction $W=v^{1/2}\varepsilon^{-1}v^{1/2}$ of a GW calculation would not exist there. An eigenvalue between 0 and 1 would amplify the Coulomb interaction instead of screening it. I believe neither happens in the random-phase approximation (RPA) for a system with time-reversal symmetry, where

$$\varepsilon(w)=1-v^{1/2}P(w)v^{1/2},\qquad P(w)=-\sum_t\frac{2D_t}{w^2+D_t^2}\,\rho_t\rho_t^*,$$

with $v$ a positive semidefinite Coulomb matrix, $\rho_t$ transition densities and $D_t>0$ transition energies. I also expect $\varepsilon$ not to increase for $w\ge0$, and to approach 1 with a definite $w^{-2}$ coefficient. Can this be made rigorous and checked by machine?

## One plus a positive matrix

Yes. Write $s=v^{1/2}$, $c_t(w)=2D_t/(w^2+D_t^2)$ and $K(c)=s\left(\sum_t c_t\rho_t\rho_t^*\right)s$, so that $\varepsilon(w)=1+K(c(w))$. For nonnegative weights,

$$x^*K(c)x=\sum_t c_t\,|\rho_t^*sx|^2\ge 0 .$$

Hence $\varepsilon$ is Hermitian. If $\varepsilon x=\mu x$ with $x\ne0$, then $(\mu-1)x^*x=x^*Kx\ge0$, so $\mu\ge1$.

For $0\le w_1\le w_2$ the weights satisfy $c_t(w_1)\ge c_t(w_2)$. Since $K$ is linear, $\varepsilon(w_1)-\varepsilon(w_2)=K(c(w_1)-c(w_2))$ is positive semidefinite. This is the Loewner order.

For the tail,

$$w^2c_t(w)=2D_t-\frac{2D_t^3}{w^2+D_t^2}\to 2D_t ,$$

and therefore $w^2(\varepsilon(w)-1)=K(w^2c(w))\to s\left(\sum_t 2D_t\rho_t\rho_t^*\right)s$.

## Consequences for the screened interaction

From $sPs=1-\varepsilon$ follows $vPW=s(1-\varepsilon)\varepsilon^{-1}s=W-v$, the Dyson equation. For $B$ positive definite, $M$ positive semidefinite and $A=B+M$, expanding $AB^{-1}A-A=M+MB^{-1}M$ gives

$$B^{-1}-A^{-1}=A^{-1}(M+MB^{-1}M)A^{-1}\ge0 .$$

Taking $B=1$, $M=K(c(w))$ and multiplying by $s$ on both sides gives $W\le v$; $W\ge0$ holds because $\varepsilon^{-1}$ is positive. Taking $B=\varepsilon(w_2)$, $M=\varepsilon(w_1)-\varepsilon(w_2)$ gives $W(w_1)\le W(w_2)$.

## A negative transition energy can destroy screening

Take one basis function and one transition, with $v=\rho=1$ and $D=-2$, as for an inverted population. Then $\varepsilon(w)=1-4/(w^2+4)$, which vanishes at $w=0$ and increases for $w\ge0$.

## What the Lean theorems say

The finite types `n` and `T` index an orthonormal basis and the transitions; `ρ t` is a complex vector, and the real number `w` stands for the frequency $iw$. The condition `hD` says that every transition costs energy, as from occupied to empty levels with a gap. The form of $P$ is assumed, not derived from orbitals.

`dielectric_main` has five clauses: the root squares to $v$, $\varepsilon$ is Hermitian, every real `μ` with a nonzero eigenvector satisfies `1 ≤ μ`, differences are `PosSemidef` for ordered nonnegative frequencies, and the tail converges. The proof uses positivity of $v$ only for the first clause: if $v$ is not positive semidefinite, `CFC.sqrt` returns 0 by convention, so $\varepsilon=1$ and the other clauses hold trivially, without describing screening by such a $v$.

For GW calculations that integrate along the imaginary axis, this means that $\varepsilon$ is invertible at every quadrature point, within a finite basis and with finitely many positive transition energies. Real frequencies, gapless metals and the infinite-basis limit are not treated.

```lean
import Mathlib

open Matrix Filter Topology
open scoped ComplexOrder MatrixOrder

namespace GWScreening

noncomputable section

variable {n T : Type*} [Fintype n] [DecidableEq n] [Fintype T]

/-- The positive semidefinite square root of the Coulomb matrix `v`; by convention it is 0 if `v` is
not positive semidefinite. -/
def sqrtCoulomb (v : Matrix n n ℂ) : Matrix n n ℂ := CFC.sqrt v

/-- The sum of the rank-one matrices `ρ_t ρ_t^*` of the transition densities with real weights. -/
def transitionSum (ρ : T → n → ℂ) (c : T → ℝ) : Matrix n n ℂ :=
  ∑ t, (c t : ℂ) • vecMulVec (ρ t) (star (ρ t))

/-- The weight `2 D_t / (w² + D_t²)` of a transition of energy `D_t` at imaginary frequency `w`. -/
def weight (D : T → ℝ) (w : ℝ) (t : T) : ℝ := 2 * D t / (w ^ 2 + D t ^ 2)

/-- The polarizability at imaginary frequency `w`. -/
def polarizability (ρ : T → n → ℂ) (D : T → ℝ) (w : ℝ) : Matrix n n ℂ :=
  -transitionSum ρ (weight D w)

/-- The symmetrized dielectric matrix `1 - v^½ P(w) v^½`. -/
def dielectric (v : Matrix n n ℂ) (ρ : T → n → ℂ) (D : T → ℝ) (w : ℝ) : Matrix n n ℂ :=
  1 - sqrtCoulomb v * polarizability ρ D w * sqrtCoulomb v

/-- The screened interaction `W(w) = v^½ ε(w)⁻¹ v^½`. -/
def screened (v : Matrix n n ℂ) (ρ : T → n → ℂ) (D : T → ℝ) (w : ℝ) : Matrix n n ℂ :=
  sqrtCoulomb v * (dielectric v ρ D w)⁻¹ * sqrtCoulomb v

/-- The square root of the Coulomb matrix is Hermitian. -/
lemma sqrtCoulomb_isHermitian (v : Matrix n n ℂ) : (sqrtCoulomb v).IsHermitian := by
  have h : 0 ≤ CFC.sqrt v := CFC.sqrt_nonneg _
  exact (Matrix.nonneg_iff_posSemidef.mp h).isHermitian

/-- The square root of a positive semidefinite Coulomb matrix squares to that matrix. -/
lemma sqrtCoulomb_mul_self {v : Matrix n n ℂ} (hv : v.PosSemidef) :
    sqrtCoulomb v * sqrtCoulomb v = v :=
  CFC.sqrt_mul_sqrt_self v (Matrix.nonneg_iff_posSemidef.mpr hv)

omit [DecidableEq n] in
/-- Multiplying a positive semidefinite matrix on both sides by the same Hermitian matrix keeps it
positive semidefinite. -/
lemma conj_posSemidef {A S : Matrix n n ℂ} (hA : A.PosSemidef) (hS : S.IsHermitian) :
    (S * A * S).PosSemidef := by
  have h := hA.mul_mul_conjTranspose_same S
  rwa [hS.eq] at h

/-- The dielectric matrix is 1 plus the Coulomb-dressed sum over transitions. -/
lemma dielectric_eq (v : Matrix n n ℂ) (ρ : T → n → ℂ) (D : T → ℝ) (w : ℝ) :
    dielectric v ρ D w =
      1 + sqrtCoulomb v * transitionSum ρ (weight D w) * sqrtCoulomb v := by
  rw [dielectric, polarizability, mul_neg, neg_mul, sub_neg_eq_add]

/-- With nonnegative weights, the Coulomb-dressed sum over transitions is positive semidefinite. -/
theorem dressed_posSemidef (v : Matrix n n ℂ) (ρ : T → n → ℂ) {c : T → ℝ} (hc : ∀ t, 0 ≤ c t) :
    (sqrtCoulomb v * transitionSum ρ c * sqrtCoulomb v).PosSemidef := by
  refine conj_posSemidef ?_ (sqrtCoulomb_isHermitian v)
  exact Matrix.posSemidef_sum _ fun t _ =>
    (Matrix.posSemidef_vecMulVec_self_star (ρ t)).smul (Complex.zero_le_real.2 (hc t))

omit [Fintype T] in
/-- For positive transition energies the weights are nonnegative. -/
lemma weight_nonneg {D : T → ℝ} (hD : ∀ t, 0 < D t) (w : ℝ) (t : T) : 0 ≤ weight D w t := by
  have := hD t
  unfold weight
  positivity

/-- For positive transition energies the dielectric matrix does not increase, in the Loewner order,
with imaginary frequency `w ≥ 0`. -/
theorem dielectric_antitone (v : Matrix n n ℂ) (ρ : T → n → ℂ) {D : T → ℝ} (hD : ∀ t, 0 < D t)
    {w₁ w₂ : ℝ} (h₁ : 0 ≤ w₁) (h₂ : w₁ ≤ w₂) :
    (dielectric v ρ D w₁ - dielectric v ρ D w₂).PosSemidef := by
  have hc : ∀ t, 0 ≤ weight D w₁ t - weight D w₂ t := fun t => by
    have := hD t
    unfold weight
    refine sub_nonneg.2 ?_
    gcongr
  have hsub : transitionSum ρ (fun t => weight D w₁ t - weight D w₂ t) =
      transitionSum ρ (weight D w₁) - transitionSum ρ (weight D w₂) := by
    simp only [transitionSum, Complex.ofReal_sub, sub_smul, Finset.sum_sub_distrib]
  have h := dressed_posSemidef v ρ hc
  rw [hsub, mul_sub, sub_mul] at h
  rwa [dielectric_eq, dielectric_eq, add_sub_add_left_eq_sub]

/-- At high imaginary frequency `w² (ε(w) - 1)` tends to the Coulomb-dressed sum over transitions
with weights `2 D_t`. -/
theorem dielectric_tail (v : Matrix n n ℂ) (ρ : T → n → ℂ) {D : T → ℝ} (hD : ∀ t, 0 < D t) :
    Tendsto (fun w : ℝ => ((w ^ 2 : ℝ) : ℂ) • (dielectric v ρ D w - 1)) atTop
      (𝓝 (sqrtCoulomb v * transitionSum ρ (fun t => 2 * D t) * sqrtCoulomb v)) := by
  -- the dressed sum depends continuously on the weights
  have hcont : Continuous
      (fun c : T → ℝ => sqrtCoulomb v * transitionSum ρ c * sqrtCoulomb v) := by
    unfold transitionSum
    refine (continuous_const.mul (continuous_finsetSum _ fun t _ => ?_)).mul continuous_const
    exact (Complex.continuous_ofReal.comp (continuous_apply t)).smul continuous_const
  -- each weight, multiplied by `w²`, tends to `2 D_t`
  have hlim : Tendsto (fun (w : ℝ) (t : T) => w ^ 2 * weight D w t) atTop
      (𝓝 (fun t => 2 * D t)) := by
    refine tendsto_pi_nhds.2 fun t => ?_
    have hD' := hD t
    have h : Tendsto (fun w : ℝ => w ^ 2 + D t ^ 2) atTop atTop :=
      tendsto_atTop_add_const_right _ _ (tendsto_pow_atTop two_ne_zero)
    have h3 := (tendsto_const_nhds (x := 2 * D t)).sub
      ((tendsto_const_nhds (x := 2 * D t ^ 3)).div_atTop h)
    rw [sub_zero] at h3
    refine h3.congr fun w => ?_
    have hne : w ^ 2 + D t ^ 2 ≠ 0 := by positivity
    unfold weight
    field_simp
    ring
  refine ((hcont.tendsto _).comp hlim).congr fun w => ?_
  have hsmul : transitionSum ρ (fun t => w ^ 2 * weight D w t) =
      ((w ^ 2 : ℝ) : ℂ) • transitionSum ρ (weight D w) := by
    simp only [transitionSum, Complex.ofReal_mul, mul_smul, Finset.smul_sum]
  rw [Function.comp_apply, hsmul, dielectric_eq, add_sub_cancel_left, Matrix.mul_smul,
    Matrix.smul_mul]

/-- For positive semidefinite `v` and positive transition energies, `ε(w) = 1 - v^½ P(w) v^½` is
Hermitian with eigenvalues at least 1, does not increase with `w ≥ 0`, and `w² (ε(w) - 1)` tends
to `v^½ (∑ 2 D_t ρ_t ρ_t^*) v^½`; here `v^½` squares to `v`. -/
theorem dielectric_main {v : Matrix n n ℂ} (hv : v.PosSemidef) (ρ : T → n → ℂ) {D : T → ℝ}
    (hD : ∀ t, 0 < D t) :
    sqrtCoulomb v * sqrtCoulomb v = v ∧
    (∀ w, (dielectric v ρ D w).IsHermitian) ∧
    (∀ (w μ : ℝ) (x : n → ℂ), x ≠ 0 → dielectric v ρ D w *ᵥ x = (μ : ℂ) • x → 1 ≤ μ) ∧
    (∀ w₁ w₂, 0 ≤ w₁ → w₁ ≤ w₂ → (dielectric v ρ D w₁ - dielectric v ρ D w₂).PosSemidef) ∧
    Tendsto (fun w : ℝ => ((w ^ 2 : ℝ) : ℂ) • (dielectric v ρ D w - 1)) atTop
      (𝓝 (sqrtCoulomb v * transitionSum ρ (fun t => 2 * D t) * sqrtCoulomb v)) := by
  refine ⟨sqrtCoulomb_mul_self hv, fun w => ?_, fun w μ x hx0 hx => ?_,
    fun _ _ h₁ h₂ => dielectric_antitone v ρ hD h₁ h₂, dielectric_tail v ρ hD⟩
  · rw [dielectric_eq]
    exact Matrix.isHermitian_one.add (dressed_posSemidef v ρ (weight_nonneg hD w)).isHermitian
  · -- the expectation value of `ε - 1` in the eigenvector is `(μ - 1) ⟨x, x⟩`
    have hk := (dressed_posSemidef v ρ (weight_nonneg hD w)).dotProduct_mulVec_nonneg x
    rw [dielectric_eq, add_mulVec, one_mulVec] at hx
    rw [eq_sub_of_add_eq' hx, show (μ : ℂ) • x - x = ((μ - 1 : ℝ) : ℂ) • x by
      rw [Complex.ofReal_sub, Complex.ofReal_one, sub_smul, one_smul],
      dotProduct_smul, smul_eq_mul] at hk
    have hp : 0 < star x ⬝ᵥ x := lt_of_le_of_ne (dotProduct_star_self_nonneg x)
      (Ne.symm (mt dotProduct_star_self_eq_zero.1 hx0))
    have hp' := (Complex.lt_def.1 hp).1
    have hk' := (Complex.le_def.1 hk).1
    rw [Complex.re_ofReal_mul] at hk'
    rw [Complex.zero_re] at hp' hk'
    by_contra hlt
    nlinarith [not_le.1 hlt]

/-- Adding a positive semidefinite matrix to a positive definite one does not raise the inverse in
the Loewner order. -/
theorem inv_sub_inv_posSemidef {B M : Matrix n n ℂ} (hB : B.PosDef) (hM : M.PosSemidef) :
    (B⁻¹ - (B + M)⁻¹).PosSemidef := by
  have hA : (B + M).PosDef := hB.add_posSemidef hM
  have uA : IsUnit (B + M).det := hA.det_pos.ne'.isUnit
  have uB : IsUnit B.det := hB.det_pos.ne'.isUnit
  -- the difference of inverses as a manifestly positive expression
  have alg : ∀ X Y : Matrix n n ℂ, (B + M) * X = 1 → X * (B + M) = 1 → B * Y = 1 → Y * B = 1 →
      Y - X = X * (M + M * Y * M) * X := by
    intro X Y h1 h2 h3 h4
    have e1 : (B + M) * Y * (B + M) = (B * Y) * B + (B * Y) * M + M * (Y * B) + M * Y * M := by
      noncomm_ring
    rw [h3, h4, one_mul, one_mul, mul_one] at e1
    have e2 : M + M * Y * M = (B + M) * Y * (B + M) - (B + M) := by
      rw [e1]; abel
    have e3 : ∀ A : Matrix n n ℂ, X * (A * Y * A - A) * X = (X * A) * Y * (A * X) - (X * A) * X := by
      intro A; noncomm_ring
    rw [e2, e3, h1, h2, one_mul, mul_one, one_mul]
  rw [alg _ _ (mul_nonsing_inv _ uA) (nonsing_inv_mul _ uA) (mul_nonsing_inv _ uB)
    (nonsing_inv_mul _ uB)]
  exact conj_posSemidef (hM.add (conj_posSemidef hB.inv.posSemidef hM.isHermitian))
    hA.inv.posSemidef.isHermitian

/-- For positive transition energies the dielectric matrix is positive definite. -/
lemma dielectric_posDef (v : Matrix n n ℂ) (ρ : T → n → ℂ) {D : T → ℝ} (hD : ∀ t, 0 < D t)
    (w : ℝ) : (dielectric v ρ D w).PosDef := by
  rw [dielectric_eq]
  exact Matrix.PosDef.one.add_posSemidef (dressed_posSemidef v ρ (weight_nonneg hD w))

/-- For positive semidefinite `v` and positive transition energies, the screened interaction
satisfies the Dyson equation `W = v + v P W`. -/
theorem screened_dyson {v : Matrix n n ℂ} (hv : v.PosSemidef) (ρ : T → n → ℂ) {D : T → ℝ}
    (hD : ∀ t, 0 < D t) (w : ℝ) :
    screened v ρ D w = v + v * polarizability ρ D w * screened v ρ D w := by
  have alg : ∀ s P e f u : Matrix n n ℂ, s * s = u → s * P * s = 1 - e → e * f = 1 →
      s * f * s = u + u * P * (s * f * s) := by
    intro s P e f u hs hp hf
    have e1 : u * P * (s * f * s) = s * (s * P * s) * f * s := by
      rw [← hs]; simp only [mul_assoc]
    have e2 : s * (1 - e) * f * s = s * f * s - s * (e * f) * s := by noncomm_ring
    rw [e1, hp, e2, hf, mul_one, hs]
    abel
  exact alg _ _ (dielectric v ρ D w) _ _ (sqrtCoulomb_mul_self hv)
    (by rw [dielectric, sub_sub_cancel])
    (mul_nonsing_inv _ (dielectric_posDef v ρ hD w).det_pos.ne'.isUnit)

/-- For positive semidefinite `v` and positive transition energies, the screened interaction lies
between zero and the bare interaction in the Loewner order. -/
theorem screened_bounds {v : Matrix n n ℂ} (hv : v.PosSemidef) (ρ : T → n → ℂ) {D : T → ℝ}
    (hD : ∀ t, 0 < D t) (w : ℝ) :
    (screened v ρ D w).PosSemidef ∧ (v - screened v ρ D w).PosSemidef := by
  refine ⟨conj_posSemidef (dielectric_posDef v ρ hD w).inv.posSemidef
    (sqrtCoulomb_isHermitian v), ?_⟩
  have h := conj_posSemidef (inv_sub_inv_posSemidef Matrix.PosDef.one
    (dressed_posSemidef v ρ (weight_nonneg hD w))) (sqrtCoulomb_isHermitian v)
  rw [← dielectric_eq, inv_one, mul_sub, sub_mul, mul_one, sqrtCoulomb_mul_self hv] at h
  exact h

/-- For positive transition energies the screened interaction does not decrease, in the Loewner
order, with imaginary frequency `w ≥ 0`. -/
theorem screened_monotone (v : Matrix n n ℂ) (ρ : T → n → ℂ) {D : T → ℝ} (hD : ∀ t, 0 < D t)
    {w₁ w₂ : ℝ} (h₁ : 0 ≤ w₁) (h₂ : w₁ ≤ w₂) :
    (screened v ρ D w₂ - screened v ρ D w₁).PosSemidef := by
  have h := conj_posSemidef (inv_sub_inv_posSemidef (dielectric_posDef v ρ hD w₂)
    (dielectric_antitone v ρ hD h₁ h₂)) (sqrtCoulomb_isHermitian v)
  rw [add_sub_cancel, mul_sub, sub_mul] at h
  exact h

end

end GWScreening
```

```lean
#print axioms GWScreening.dielectric_antitone
-- 'GWScreening.dielectric_antitone' depends on axioms: [propext, Classical.choice, Quot.sound]
#print axioms GWScreening.dielectric_main
-- 'GWScreening.dielectric_main' depends on axioms: [propext, Classical.choice, Quot.sound]
#print axioms GWScreening.screened_bounds
-- 'GWScreening.screened_bounds' depends on axioms: [propext, Classical.choice, Quot.sound]
#print axioms GWScreening.screened_monotone
-- 'GWScreening.screened_monotone' depends on axioms: [propext, Classical.choice, Quot.sound]
```

## How the proof follows the algebra

`dressed_posSemidef` is the positivity of $K(c)$, and `dielectric_eq` writes $\varepsilon$ as $1+K$. In `dielectric_antitone`, `gcongr` compares the denominators and `hsub` supplies linearity. In `dielectric_tail`, `hlim` is the scalar limit for each transition and `hcont` carries it through the finite sum.

For the eigenvalue bound, `hk` becomes $0\le(\mu-1)x^*x$; since $x^*x>0$, `nlinarith` refutes $\mu<1$.

In `inv_sub_inv_posSemidef`, the local statement `alg` is the identity for the difference of inverses, with `noncomm_ring` expanding the products without commuting factors. `dielectric_posDef` provides the invertibility that `screened_dyson` uses. `screened_bounds` and `screened_monotone` apply the inverse inequality with the two choices of $B$ and $M$ above, then multiply by $s$ on both sides through `conj_posSemidef`.
